# Randomised Kaczmarz for a consistent real linear system: exact mean squared distance to a solution after one step and a geometric bound after k steps

A model energy that is linear in its parameters, such as an interatomic potential expanded in a fixed finite set of basis functions, is fitted to reference energies from electronic-structure calculations. Each reference configuration i supplies one linear equation a_i · x = b_i, where x is the vector of parameters, a_i lists the basis functions evaluated on the configuration and b_i is the reference value. One way to solve such a system without handling the whole design matrix at once is to pick one equation at random, change x as little as possible so that this equation holds, and repeat. The question is by how much one such correction reduces, on average, the squared distance from x to a solution. The answer below is exact for nonzero rows a_i drawn with probability proportional to their squared length, under one restriction on the data: they are consistent, meaning that some parameter vector z satisfies every equation at once. It therefore bears on unregularised, finite and real linear fits in which the model can reproduce all reference values exactly. A fit with more equations than parameters usually leaves a residual and is then not covered.

## Vectors, rows and weights

The equations are labelled by a finite index type `m` and the unknowns by a finite index type `n`. The design matrix A has type `Matrix m n ℝ`, its row a_i is `A i`, a parameter vector is a function `n → ℝ`, the dot product is `⬝ᵥ` and the product A v is `A *ᵥ v`.

```lean
import Mathlib

open Matrix Finset

namespace RandomisedKaczmarz

noncomputable section

variable {m n : Type*} [Fintype m] [Fintype n]
```

Lengths are Euclidean and appear only squared, so no square root is needed:

    |v|² = v · v = Σ_j v_j²

The same definition `sqn` serves for parameter vectors and for vectors of residuals such as A v, which are indexed by `m`.

```lean
/-- Squared Euclidean length of a vector. -/
def sqn (v : n → ℝ) : ℝ := v ⬝ᵥ v
```

The squared Frobenius norm of A is written F and is the sum of the squared row lengths:

    F = Σ_i |a_i|²

```lean
/-- Squared Frobenius norm of `A`: the sum of the squared lengths of its rows. -/
def frob (A : Matrix m n ℝ) : ℝ := ∑ i, sqn (A i)
```

Equation i is chosen with probability

    p_i = |a_i|² / F

A long row belongs to a configuration whose predicted value a_i · x can respond strongly to a change of the parameters, and such equations are drawn more often. The rows themselves are kept unnormalised.

```lean
/-- Probability of choosing equation `i`: squared row length over squared Frobenius norm. -/
def prob (A : Matrix m n ℝ) (i : m) : ℝ := sqn (A i) / frob A
```

The correction with equation i moves x along a_i, the normal of the hyperplane H_i = { y : a_i · y = b_i }, by an amount set by the residual b_i − a_i · x:

    P_i x = x + ((b_i − a_i · x) / |a_i|²) a_i

```lean
/-- Kaczmarz update with equation `i`: move `x` along the row `a_i` by the residual of that
equation divided by the squared row length. -/
def step (A : Matrix m n ℝ) (b : m → ℝ) (i : m) (x : n → ℝ) : n → ℝ :=
  x + ((b i - A i ⬝ᵥ x) / sqn (A i)) • A i
```

For k independent draws, let E_k(x) be the mean of the squared distance to z after k corrections started from x. Conditioning on the first draw gives

    E_0(x) = |x − z|²
    E_{k+1}(x) = Σ_i p_i E_k(P_i x)

This recursion is taken as the definition `meanErr`. Independence is built into it, since the same weights p_i are used at every level whatever was drawn before. No probability space or random sequence is constructed, and all statements concern this finite weighted sum.

```lean
/-- Mean squared distance to `z` after `k` updates started from `x`, the equations being
drawn independently with the probabilities `prob A`. -/
def meanErr (A : Matrix m n ℝ) (b : m → ℝ) (z : n → ℝ) : ℕ → (n → ℝ) → ℝ
  | 0, x => sqn (x - z)
  | k + 1, x => ∑ i, prob A i * meanErr A b z k (step A b i x)
```

## The weights form a probability distribution

A sum of squares is nonnegative and vanishes only if every term does, so |v|² > 0 for v ≠ 0. The proof of `sqn_pos` follows this: nonnegativity first, then `Finset.sum_eq_zero_iff_of_nonneg` turns |v|² = 0 into v_j² = 0 for each j.

```lean
/-- A nonzero vector has positive squared length. -/
theorem sqn_pos {v : n → ℝ} (hv : v ≠ 0) : 0 < sqn v := by
  have h0 : 0 ≤ sqn v := Finset.sum_nonneg fun j _ => mul_self_nonneg (v j)
  refine lt_of_le_of_ne h0 fun h => hv ?_
  have h1 : ∑ j, v j * v j = 0 := h.symm
  rw [Finset.sum_eq_zero_iff_of_nonneg fun j _ => mul_self_nonneg (v j)] at h1
  funext j
  exact mul_self_eq_zero.mp (h1 j (Finset.mem_univ j))
```

Assume at least one equation (`[Nonempty m]`) and nonzero rows (`hA : ∀ i, A i ≠ 0`); a zero row would be a configuration on which every basis function vanishes. Then F is a nonempty sum of positive terms, so F > 0, each p_i > 0, and

    Σ_i p_i = (Σ_i |a_i|²) / F = F / F = 1

The rewrite with `Finset.sum_div` pulls the common denominator out of the sum. With no equations at all, F = 0 and Lean's convention that division by zero gives zero would reduce the one-step identity below to 0 = |x − z|², which is what `[Nonempty m]` excludes.

```lean
/-- For at least one row, all rows nonzero, the squared Frobenius norm is positive, and the row
weights are positive and add up to one. -/
theorem prob_distribution [Nonempty m] (A : Matrix m n ℝ) (hA : ∀ i, A i ≠ 0) :
    0 < frob A ∧ (∀ i, 0 < prob A i) ∧ ∑ i, prob A i = 1 := by
  have hF : 0 < frob A := Finset.sum_pos (fun i _ => sqn_pos (hA i)) Finset.univ_nonempty
  refine ⟨hF, fun i => div_pos (sqn_pos (hA i)) hF, ?_⟩
  unfold prob
  rw [← Finset.sum_div]
  exact div_self hF.ne'
```

## One correction is the orthogonal projection

Let y be any point of H_i and put e = x − y. Since b_i = a_i · y, the residual is b_i − a_i · x = −a_i · e, and

    P_i x − y = e − ((a_i · e) / |a_i|²) a_i

The correction removes from e its component along a_i. With c = (a_i · e)/|a_i|², expanding the square gives

    |P_i x − y|² = |e|² − 2c (a_i · e) + c² |a_i|²
                 = |e|² − 2 (a_i · e)²/|a_i|² + (a_i · e)²/|a_i|²
                 = |x − y|² − (a_i · (x − y))² / |a_i|²

The theorem `step_dist` states the last line for one nonzero row (`hi`) and any y with `hy : A i ⬝ᵥ y = b i`. In its proof `he` is the first equation, checked component by component; `generalize x - y = e` introduces e; the `simp only` expands the dot product bilinearly, and `field_simp` with `ring` clears the denominator |a_i|² and collects the terms.

```lean
omit [Fintype m] in
/-- For every point `y` on the hyperplane of equation `i`, the update lowers the squared
distance to `y` by `(a_i · (x - y))² / |a_i|²`. -/
theorem step_dist (A : Matrix m n ℝ) (b : m → ℝ) (i : m) (hi : A i ≠ 0) (x y : n → ℝ)
    (hy : A i ⬝ᵥ y = b i) :
    sqn (step A b i x - y) = sqn (x - y) - (A i ⬝ᵥ (x - y)) ^ 2 / sqn (A i) := by
  have hs := (sqn_pos hi).ne'
  -- the error is updated by removing its component along the row
  have he : step A b i x - y = (x - y) - ((A i ⬝ᵥ (x - y)) / sqn (A i)) • A i := by
    unfold step
    rw [dotProduct_sub, hy]
    funext j
    simp only [Pi.add_apply, Pi.sub_apply, Pi.smul_apply, smul_eq_mul]
    ring
  rw [he]
  generalize x - y = e
  unfold sqn at hs ⊢
  simp only [dotProduct_sub, sub_dotProduct, dotProduct_smul, smul_dotProduct, smul_eq_mul]
  rw [dotProduct_comm e (A i)]
  field_simp
  ring
```

The new point satisfies equation i, because

    a_i · P_i x = a_i · x + ((b_i − a_i · x)/|a_i|²) |a_i|² = b_i

It is also a nearest point of H_i. Write r = a_i · x − b_i. The distance formula applied to an arbitrary y on H_i, and then to the point P_i x itself, reads

    |P_i x − y|² = |x − y|² − r²/|a_i|²
    0 = |x − P_i x|² − r²/|a_i|²

Subtracting the second from the first,

    |x − y|² = |x − P_i x|² + |P_i x − y|² ≥ |x − P_i x|²

In `step_projection`, `hon` is membership of the hyperplane, `h1` and `h2` are the two applications of `step_dist`, `h3` is the nonnegativity of |P_i x − y|², and the final `linarith` does the subtraction. The statement is that no point of H_i is closer to x than P_i x; uniqueness of the nearest point is not part of it.

```lean
omit [Fintype m] in
/-- For a nonzero row `a_i`, the update lies on the hyperplane of equation `i`, and no point of that
hyperplane is closer to `x`. -/
theorem step_projection (A : Matrix m n ℝ) (b : m → ℝ) (i : m) (hi : A i ≠ 0) (x : n → ℝ) :
    A i ⬝ᵥ step A b i x = b i ∧
      ∀ y, A i ⬝ᵥ y = b i → sqn (x - step A b i x) ≤ sqn (x - y) := by
  have hs := (sqn_pos hi).ne'
  have hon : A i ⬝ᵥ step A b i x = b i := by
    unfold step
    rw [dotProduct_add, dotProduct_smul, smul_eq_mul]
    have h := div_mul_cancel₀ (b i - A i ⬝ᵥ x) hs
    unfold sqn at h ⊢
    linarith
  refine ⟨hon, fun y hy => ?_⟩
  -- compare Pythagoras for `y` with Pythagoras for the update itself
  have h1 := step_dist A b i hi x y hy
  have h2 := step_dist A b i hi x _ hon
  rw [dotProduct_sub, hy] at h1
  rw [dotProduct_sub, hon, sub_self] at h2
  have h3 : 0 ≤ sqn (step A b i x - y) := Finset.sum_nonneg fun j _ => mul_self_nonneg _
  have h4 : sqn (0 : n → ℝ) = 0 := by simp [sqn]
  linarith
```

## The mean squared distance after one random correction

Now let A z = b, so that z lies on every hyperplane, and put e = x − z. The distance formula holds with y = z for each i. Multiplying it by p_i cancels the squared row length in the second term:

    p_i |P_i x − z|² = p_i |e|² − (|a_i|²/F) (a_i · e)²/|a_i|² = p_i |e|² − (a_i · e)²/F

The numbers a_i · e are the components of A e, so Σ_i (a_i · e)² = |A e|². Summing over i with Σ_i p_i = 1 gives

    Σ_i p_i |P_i x − z|² = |x − z|² − |A(x − z)|² / F

The theorem `mean_step` states this for every real matrix with at least one row and all rows nonzero, every b, every z with `hz : A *ᵥ z = b` and every starting point x. No rank condition enters, so z may be any one of many solutions. Since A(x − z) = A x − b, the mean gain is the squared residual of the current fit divided by F. In the proof `hterm` is the term-by-term cancellation, with `congrFun hz i` supplying a_i · z = b_i; `hAe` is the expansion of |A e|² over rows, and the closing chain of rewrites splits the sum and inserts `hsum`.

```lean
/-- Randomised Kaczmarz identity: if `A z = b` and the rows are nonzero, the mean squared
distance to `z` after one update is `|x - z|² - |A (x - z)|² / |A|_F²`. -/
theorem mean_step [Nonempty m] (A : Matrix m n ℝ) (hA : ∀ i, A i ≠ 0) (b : m → ℝ)
    (z : n → ℝ) (hz : A *ᵥ z = b) (x : n → ℝ) :
    ∑ i, prob A i * sqn (step A b i x - z)
      = sqn (x - z) - sqn (A *ᵥ (x - z)) / frob A := by
  obtain ⟨hF, -, hsum⟩ := prob_distribution A hA
  have hF' := hF.ne'
  -- the squared row length cancels between the weight and the gain
  have hterm : ∀ i, prob A i * sqn (step A b i x - z)
      = prob A i * sqn (x - z) - (A i ⬝ᵥ (x - z)) * (A i ⬝ᵥ (x - z)) / frob A := by
    intro i
    have hs := (sqn_pos (hA i)).ne'
    rw [step_dist A b i (hA i) x z (congrFun hz i)]
    unfold prob
    field_simp
  have hAe : sqn (A *ᵥ (x - z)) = ∑ i, (A i ⬝ᵥ (x - z)) * (A i ⬝ᵥ (x - z)) := rfl
  rw [Finset.sum_congr rfl fun i _ => hterm i, Finset.sum_sub_distrib, ← Finset.sum_mul,
    hsum, one_mul, ← Finset.sum_div, hAe]
```

Consistency is needed. Take one unknown and two equations, x = 0 and x = 2, so that both rows equal 1, F = 2 and both weights are 1/2. No z solves both; let z = 1, the least-squares value. Every correction lands on 0 or on 2, so the left side is 1 for every x, while the right side is (x − 1)² − 2(x − 1)²/2 = 0. The iterates keep jumping between the two hyperplanes and the mean squared distance to z stays at 1.

## Geometric decay over k corrections

The Cauchy–Schwarz inequality for each row, (a_i · v)² ≤ |a_i|² |v|², summed over i, gives

    |A v|² = Σ_i (a_i · v)² ≤ F |v|²

This holds for any matrix, zero rows included. The row-wise inequality is `Finset.sum_mul_sq_le_sq_mul_sq`.

```lean
/-- The Frobenius norm bounds the action of the matrix: `|A v|² ≤ |A|_F² |v|²`. -/
theorem sqn_mulVec_le (A : Matrix m n ℝ) (v : n → ℝ) : sqn (A *ᵥ v) ≤ frob A * sqn v := by
  have hAv : sqn (A *ᵥ v) = ∑ i, (A i ⬝ᵥ v) * (A i ⬝ᵥ v) := rfl
  rw [hAv, frob, Finset.sum_mul]
  refine Finset.sum_le_sum fun i _ => ?_
  have h := Finset.sum_mul_sq_le_sq_mul_sq Finset.univ (A i) v
  simpa only [sqn, dotProduct, sq] using h
```

For the rest of this section keep the hypotheses of `mean_step`: there is at least one row, all rows are nonzero and A z = b. Suppose also that a real number σ satisfies σ|v|² ≤ |A v|² for all v (`hσ`). It measures how well the reference data pin down the parameters: a parameter change v alters the predicted values by at least σ|v|² in squared length. The constant is assumed, not computed from A. Put q = 1 − σ/F. Testing the hypothesis on the nonzero vector a_i gives σ|a_i|² ≤ F|a_i|², hence σ ≤ F and q ≥ 0. The one-step identity yields

    Σ_i p_i |P_i x − z|² ≤ |x − z|² − (σ/F)|x − z|² = q |x − z|²

The claim is E_k(x) ≤ q^k |x − z|² for all k and x. It is an equality at k = 0. If it holds at k for every starting point, then

    E_{k+1}(x) = Σ_i p_i E_k(P_i x)
               ≤ Σ_i p_i q^k |P_i x − z|²
               = q^k Σ_i p_i |P_i x − z|²
               ≤ q^{k+1} |x − z|²

The first inequality uses p_i ≥ 0 and the second q^k ≥ 0. In `meanErr_le`, `hq` is the sign of q, `generalizing x` makes the induction hypothesis available at the points P_i x, and the `calc` block runs through these same lines. The value σ = 0 is always admissible and gives E_k(x) ≤ |x − z|²; the bound shrinks with k only when σ > 0, in which case A v = 0 forces v = 0 and z is the only solution. The convergence result usually attached to this method expresses the rate, for A of full column rank, through the square of the smallest singular value of A, which is then the largest admissible σ; `meanErr_le` is its conditional form, for any σ with the stated property, and it bounds the mean without addressing individual random sequences.

```lean
/-- If `σ |v|² ≤ |A v|²` for all `v`, the mean squared distance to the solution after `k`
updates is at most `(1 - σ / |A|_F²)^k` times the initial squared distance. -/
theorem meanErr_le [Nonempty m] (A : Matrix m n ℝ) (hA : ∀ i, A i ≠ 0) (b : m → ℝ)
    (z : n → ℝ) (hz : A *ᵥ z = b) (σ : ℝ) (hσ : ∀ v, σ * sqn v ≤ sqn (A *ᵥ v))
    (k : ℕ) (x : n → ℝ) :
    meanErr A b z k x ≤ (1 - σ / frob A) ^ k * sqn (x - z) := by
  obtain ⟨hF, hp, -⟩ := prob_distribution A hA
  -- the contraction factor is nonnegative, since σ ≤ |A|_F²
  have hq : 0 ≤ 1 - σ / frob A := by
    obtain ⟨i⟩ := ‹Nonempty m›
    have h1 := (hσ (A i)).trans (sqn_mulVec_le A (A i))
    have h2 : σ ≤ frob A := le_of_mul_le_mul_right h1 (sqn_pos (hA i))
    have h3 : σ / frob A ≤ 1 := (div_le_one hF).mpr h2
    linarith
  induction k generalizing x with
  | zero => simp [meanErr]
  | succ k ih =>
    have h1 : σ / frob A * sqn (x - z) ≤ sqn (A *ᵥ (x - z)) / frob A := by
      rw [div_mul_eq_mul_div]
      exact div_le_div_of_nonneg_right (hσ _) hF.le
    calc meanErr A b z (k + 1) x
        = ∑ i, prob A i * meanErr A b z k (step A b i x) := rfl
      _ ≤ ∑ i, prob A i * ((1 - σ / frob A) ^ k * sqn (step A b i x - z)) :=
          Finset.sum_le_sum fun i _ => mul_le_mul_of_nonneg_left (ih _) (hp i).le
      _ = (1 - σ / frob A) ^ k * ∑ i, prob A i * sqn (step A b i x - z) := by
          rw [Finset.mul_sum]
          exact Finset.sum_congr rfl fun i _ => by ring
      _ ≤ (1 - σ / frob A) ^ k * ((1 - σ / frob A) * sqn (x - z)) := by
          rw [mean_step A hA b z hz x]
          exact mul_le_mul_of_nonneg_left (by linarith) (pow_nonneg hq k)
      _ = (1 - σ / frob A) ^ (k + 1) * sqn (x - z) := by ring
```

## Equality for tight frames

Keep the same hypotheses on A, b and z. If |A v|² = σ|v|² for all v, all directions in parameter space are determined equally well and the rows form a tight frame. The one-step identity then gives exactly q|x − z|², both inequalities in the induction become equalities, and

    E_k(x) = (1 − σ/F)^k |x − z|²

No sign information is needed, so the proof of `meanErr_eq` only rewrites with the induction hypothesis, `mean_step` and `hσ`. For such matrices the bound of `meanErr_le` is attained.

```lean
/-- If `A z = b`, there is at least one row, all rows are nonzero and `|A v|² = σ |v|²` for all `v`,
the mean squared distance to `z` after `k` updates equals `(1 - σ / |A|_F²)^k` times the initial
squared distance. -/
theorem meanErr_eq [Nonempty m] (A : Matrix m n ℝ) (hA : ∀ i, A i ≠ 0) (b : m → ℝ)
    (z : n → ℝ) (hz : A *ᵥ z = b) (σ : ℝ) (hσ : ∀ v, sqn (A *ᵥ v) = σ * sqn v)
    (k : ℕ) (x : n → ℝ) :
    meanErr A b z k x = (1 - σ / frob A) ^ k * sqn (x - z) := by
  induction k generalizing x with
  | zero => simp [meanErr]
  | succ k ih =>
    calc meanErr A b z (k + 1) x
        = ∑ i, prob A i * meanErr A b z k (step A b i x) := rfl
      _ = (1 - σ / frob A) ^ k * ∑ i, prob A i * sqn (step A b i x - z) := by
          rw [Finset.mul_sum]
          exact Finset.sum_congr rfl fun i _ => by rw [ih]; ring
      _ = (1 - σ / frob A) ^ (k + 1) * sqn (x - z) := by
          rw [mean_step A hA b z hz x, hσ]
          ring
```

The smallest case is one equation a x = b in one unknown with a ≠ 0. Then p = 1, F = σ = a² and q = 0: the formula returns |x − z|² at k = 0, where q⁰ = 1, and zero from the first correction on, which lands on z = b/a. With one equation and two or more unknowns the one-step identity is the distance formula itself, no positive σ exists, and the component of x − z inside the hyperplane is never reduced. These small cases and the inconsistent pair above are worked out in the prose alone and are not theorems of the file.

A less degenerate tight frame has four equations in two unknowns, with rows a_0 = (1, 0), a_1 = (0, 1), a_2 = (1, 1) and a_3 = (1, −1).

```lean
/-- A design matrix of four equations in two unknowns with rows of unequal length. -/
def frame : Matrix (Fin 4) (Fin 2) ℝ := !![1, 0; 0, 1; 1, 1; 1, -1]
```

For v = (v_0, v_1),

    |A v|² = v_0² + v_1² + (v_0 + v_1)² + (v_0 − v_1)² = 3(v_0² + v_1²)
    F = 1 + 1 + 2 + 2 = 6

The theorem `frame_witness` states that the rows are nonzero, that σ = 3 and that F = 6; its proof treats the four rows by cases and expands the finite sums. The weights are 1/6, 1/6, 1/3 and 1/3, and the normalised rows are (1, 0), (0, 1), (1, 1)/√2 and (1, −1)/√2. Inserted into `meanErr_eq` with b = A z, these values give q = 1/2, so the mean squared distance halves with every correction.

```lean
/-- The matrix `frame` has nonzero rows, satisfies `|A v|² = 3 |v|²` for all `v`, and has
squared Frobenius norm 6. -/
theorem frame_witness :
    (∀ i, frame i ≠ 0) ∧ (∀ v, sqn (frame *ᵥ v) = 3 * sqn v) ∧ frob frame = 6 := by
  refine ⟨fun i h => ?_, fun v => ?_, ?_⟩
  · have h0 := congrFun h 0
    have h1 := congrFun h 1
    fin_cases i <;> simp [frame] at h0 h1
  · simp [sqn, frame, Matrix.mulVec, dotProduct, Fin.sum_univ_succ]
    ring
  · simp [frob, sqn, frame, dotProduct, Fin.sum_univ_succ]
    norm_num

end

end RandomisedKaczmarz
```

```lean
#print axioms RandomisedKaczmarz.step_projection
#print axioms RandomisedKaczmarz.mean_step
#print axioms RandomisedKaczmarz.meanErr_le
#print axioms RandomisedKaczmarz.meanErr_eq
```

```
'RandomisedKaczmarz.step_projection' depends on axioms: [propext, Classical.choice, Quot.sound]
'RandomisedKaczmarz.mean_step' depends on axioms: [propext, Classical.choice, Quot.sound]
'RandomisedKaczmarz.meanErr_le' depends on axioms: [propext, Classical.choice, Quot.sound]
'RandomisedKaczmarz.meanErr_eq' depends on axioms: [propext, Classical.choice, Quot.sound]
```
